# For $x\ge 0$, the saturation $1-\exp(-\sum_{m=1}^{M}x^m/m)$ lowers $x$ by at most $x^{M+1}/(M+1)$

Some nonlocal correlation functionals for dispersion interactions contain a double integral over pairs of points whose kernel depends on the distance between the points and on a local wave vector $q_0$ at each of them. If the kernel is interpolated in the two wave vectors on a fixed mesh, the double integral turns into a set of convolutions. The mesh ends at a cutoff $q_c$, but $q_0$ has no upper limit: it becomes large, for example, where the density gradient is large compared with the density. One way to treat large values is to map them below $q_c$, smoothly and with little effect on the values that already lie well inside the mesh.

With the reduced wave vector $x=q_0/q_c$ and a number of terms $M$, set

$$S_M(x)=\sum_{m=0}^{M-1}\frac{x^{m+1}}{m+1},\qquad h(x)=1-e^{-S_M(x)}.$$

For $0\le x<1$ the full series sums to $-\ln(1-x)$, which would give $h(x)=x$ exactly. Truncating it after one or more terms leaves a function that follows $x$ at small $x$ and levels off at 1.

In Lean 4 with Mathlib:

```lean
import Mathlib

open Filter Topology

namespace WaveVectorSaturation

noncomputable section
```

In the file, `exponent M x` is $S_M(x)$, with the summation index starting at 0 as above, and `saturation M x` is $h(x)$. The wave vector passed to the interpolation is $q_c\,h(q_0/q_c)$, called `saturatedQ M qc q0`.

```lean
/-- The exponent `x + x^2/2 + ... + x^M/M` of the saturation function. -/
def exponent (M : ℕ) (x : ℝ) : ℝ := ∑ m ∈ Finset.range M, x ^ (m + 1) / ((m : ℝ) + 1)

/-- The saturation function `h(x) = 1 - exp(-(x + x^2/2 + ... + x^M/M))` of the reduced
wave vector `x = q0/qc`. -/
def saturation (M : ℕ) (x : ℝ) : ℝ := 1 - Real.exp (-exponent M x)

/-- The saturated wave vector `qc * h(q0/qc)` for a cutoff `qc`. -/
def saturatedQ (M : ℕ) (qc q0 : ℝ) : ℝ := qc * saturation M (q0 / qc)
```

All quantities are real numbers. How $q_0$ follows from the density, the kernel itself, the interpolation error and the resulting change in energy do not enter.

## Nonnegative wave vectors, $x\ge 0$

A wave vector here is a magnitude, an inverse length, so $q_0\ge 0$. The sign matters because every term of $S_M$ is then nonnegative, and $e^{S_M}\ge 1$.

```lean
lemma exponent_zero (M : ℕ) : exponent M 0 = 0 := by
  simp [exponent]

lemma exponent_nonneg (M : ℕ) {x : ℝ} (hx : 0 ≤ x) : 0 ≤ exponent M x :=
  Finset.sum_nonneg fun m _ => by positivity
```

Differentiating $S_M$ term by term gives a finite geometric sum,

$$S_M'(x)=G_M(x)=\sum_{m=0}^{M-1}x^m,\qquad (1-x)\,G_M(x)=1-x^M .$$

This holds for every real $x$, as does the derivative $x^M$ of $x^{M+1}/(M+1)$.

```lean
/-- The slope of the exponent is the finite geometric sum `1 + x + ... + x^(M-1)`. -/
theorem hasDerivAt_exponent (M : ℕ) (x : ℝ) :
    HasDerivAt (exponent M) (∑ m ∈ Finset.range M, x ^ m) x := by
  have h : ∀ m ∈ Finset.range M,
      HasDerivAt (fun y : ℝ => y ^ (m + 1) / ((m : ℝ) + 1)) (x ^ m) x := by
    intro m _
    have hm : (m : ℝ) + 1 ≠ 0 := by positivity
    refine ((hasDerivAt_pow (m + 1) x).div_const ((m : ℝ) + 1)).congr_deriv ?_
    rw [Nat.add_sub_cancel]
    push_cast
    field_simp
  have h2 := HasDerivAt.fun_sum h
  exact h2

lemma hasDerivAt_power (M : ℕ) (x : ℝ) :
    HasDerivAt (fun y : ℝ => y ^ (M + 1) / ((M : ℝ) + 1)) (x ^ M) x := by
  have hm : (M : ℝ) + 1 ≠ 0 := by positivity
  refine ((hasDerivAt_pow (M + 1) x).div_const ((M : ℝ) + 1)).congr_deriv ?_
  rw [Nat.add_sub_cancel]
  push_cast
  field_simp
```

Both error bounds come from the same argument: a differentiable function whose slope is nowhere positive on $x\ge 0$ stays at or below its value at zero for all such $x$. The next lemma states this, using Mathlib's criterion for a function to be antitone on a convex set.

```lean
/-- A differentiable function whose slope is nowhere positive on `x ≥ 0` does not exceed its value
at zero for any `x ≥ 0`. -/
lemma le_value_at_zero {f f' : ℝ → ℝ} (hf : ∀ x, HasDerivAt f (f' x) x)
    (h : ∀ x, 0 ≤ x → f' x ≤ 0) {x : ℝ} (hx : 0 ≤ x) : f x ≤ f 0 := by
  have hanti : AntitoneOn f (Set.Ici 0) := by
    apply antitoneOn_of_deriv_nonpos (convex_Ici 0)
    · exact fun y _ => (hf y).continuousAt.continuousWithinAt
    · exact fun y _ => (hf y).differentiableAt.differentiableWithinAt
    · intro y hy
      rw [interior_Ici] at hy
      rw [(hf y).deriv]
      exact h y (le_of_lt hy)
  exact hanti (Set.mem_Ici.2 le_rfl) (Set.mem_Ici.2 hx) hx
```

For the lower bound on the error, take

$$F(x)=(1-x)e^{S_M(x)}+\frac{x^{M+1}}{M+1}.$$

Its derivative is

$$F'=-e^{S_M}+(1-x)G_M e^{S_M}+x^M=x^M\left(1-e^{S_M}\right)\le 0 ,$$

where the last step uses $x\ge 0$ twice, for $x^M\ge 0$ and for $e^{S_M}\ge 1$. Since $F(0)=1$, we have $F(x)\le 1$. Multiplying by $e^{-S_M}=1-h$ gives

$$1-x+e^{-S_M(x)}\frac{x^{M+1}}{M+1}\le 1-h(x),$$

and therefore

$$e^{-S_M(x)}\frac{x^{M+1}}{M+1}\le x-h(x).$$

In the proof, `hd` is the formula for $F'$, with `mul_neg_geom_sum` supplying the geometric sum; `hneg` is its sign, and `key1` is $F(x)\le 1$. The remaining lines carry out the multiplication.

```lean
/-- The saturation lowers a reduced wave vector `x ≥ 0` by at least
`exp(-(x + ... + x^M/M)) x^(M+1)/(M+1)`. -/
theorem error_lower_bound (M : ℕ) {x : ℝ} (hx : 0 ≤ x) :
    Real.exp (-exponent M x) * (x ^ (M + 1) / ((M : ℝ) + 1)) ≤ x - saturation M x := by
  -- by the geometric sum, the slope of `(1 - y) exp(exponent y)` is `-y^M exp(exponent y)`
  have hd : ∀ y : ℝ, HasDerivAt
      (fun y => (1 - y) * Real.exp (exponent M y) + y ^ (M + 1) / ((M : ℝ) + 1))
      (y ^ M * (1 - Real.exp (exponent M y))) y := by
    intro y
    have h1 := (((hasDerivAt_id' y).const_sub 1).fun_mul
      (hasDerivAt_exponent M y).exp).fun_add (hasDerivAt_power M y)
    refine h1.congr_deriv ?_
    linear_combination Real.exp (exponent M y) * mul_neg_geom_sum y M
  have hneg : ∀ y : ℝ, 0 ≤ y → y ^ M * (1 - Real.exp (exponent M y)) ≤ 0 := by
    intro y hy
    have h1 : 1 ≤ Real.exp (exponent M y) := Real.one_le_exp (exponent_nonneg M hy)
    exact mul_nonpos_of_nonneg_of_nonpos (pow_nonneg hy M) (by linarith)
  have key := le_value_at_zero hd hneg hx
  have h0 : (1 - (0 : ℝ)) * Real.exp (exponent M 0) + 0 ^ (M + 1) / ((M : ℝ) + 1) = 1 := by
    simp [exponent_zero]
  have key1 : (1 - x) * Real.exp (exponent M x) + x ^ (M + 1) / ((M : ℝ) + 1) ≤ 1 :=
    key.trans h0.le
  -- multiply by `exp(-exponent x)`
  have hE : Real.exp (-exponent M x) * Real.exp (exponent M x) = 1 := by
    rw [← Real.exp_add]
    simp
  have h2 := mul_le_mul_of_nonneg_left key1 (Real.exp_pos (-exponent M x)).le
  have h3 : Real.exp (-exponent M x) *
      ((1 - x) * Real.exp (exponent M x) + x ^ (M + 1) / ((M : ℝ) + 1))
      = (1 - x) + Real.exp (-exponent M x) * (x ^ (M + 1) / ((M : ℝ) + 1)) := by
    linear_combination (1 - x) * hE
  unfold saturation
  linarith
```

The left side is nonnegative, so $h(x)\le x$: saturation never raises a wave vector.

```lean
/-- The saturation never raises a reduced wave vector `x ≥ 0`. -/
theorem saturation_le_self (M : ℕ) {x : ℝ} (hx : 0 ≤ x) : saturation M x ≤ x := by
  have h1 := error_lower_bound M hx
  have h2 : 0 ≤ Real.exp (-exponent M x) * (x ^ (M + 1) / ((M : ℝ) + 1)) := by positivity
  linarith
```

This inequality, rewritten as $e^{-S_M}\ge 1-x$, leads to the upper bound. Because $G_M\ge 0$ on $x\ge 0$,

$$h'(x)=e^{-S_M(x)}G_M(x)\ge(1-x)G_M(x)=1-x^M .$$

Hence $x-h(x)-x^{M+1}/(M+1)$ has slope $1-h'(x)-x^M\le 0$. It vanishes at zero, so

$$x-h(x)\le\frac{x^{M+1}}{M+1}.$$

No condition $x<1$ is needed, although once $x^M\ge M+1$ the bound is no stronger than $x-h(x)\le x$, which follows from $h(x)\ge 0$. In the proof, `hs` is the derivative of $h$, and `h2` to `h4` are the slope estimate.

```lean
/-- The saturation lowers a reduced wave vector `x ≥ 0` by at most `x^(M+1)/(M+1)`. -/
theorem error_upper_bound (M : ℕ) {x : ℝ} (hx : 0 ≤ x) :
    x - saturation M x ≤ x ^ (M + 1) / ((M : ℝ) + 1) := by
  have hs : ∀ y : ℝ, HasDerivAt (saturation M)
      (Real.exp (-exponent M y) * ∑ m ∈ Finset.range M, y ^ m) y := by
    intro y
    have h1 := (hasDerivAt_exponent M y).fun_neg.exp.const_sub 1
    exact h1.congr_deriv (by ring)
  have hd := fun y : ℝ => ((hasDerivAt_id' y).fun_sub (hs y)).fun_sub (hasDerivAt_power M y)
  have key := le_value_at_zero hd (fun y hy => by
    -- `exp(-exponent y) ≥ 1 - y` bounds the slope of the saturation from below
    have h1 := saturation_le_self M hy
    have h2 : 1 - y ≤ Real.exp (-exponent M y) := by
      unfold saturation at h1
      linarith
    have h3 : 0 ≤ ∑ m ∈ Finset.range M, y ^ m := Finset.sum_nonneg fun m _ => pow_nonneg hy m
    have h4 := mul_le_mul_of_nonneg_right h2 h3
    rw [mul_neg_geom_sum] at h4
    linarith) hx
  have h0 : (0 : ℝ) - saturation M 0 - 0 ^ (M + 1) / ((M : ℝ) + 1) = 0 := by
    simp [saturation, exponent_zero]
  have key1 : x - saturation M x - x ^ (M + 1) / ((M : ℝ) + 1) ≤ 0 := key.trans h0.le
  linarith
```

At negative $x$ both inequalities can fail. For $M=2$ and $x=-1$, $h=1-e^{1/2}\approx-0.65$ lies above $x$. For $M=1$ and $x=-1$, the difference $x-h=e-2\approx 0.72$ exceeds $x^2/2=0.5$.

## At least one term, $M\ge 1$

The integer $M$ sets how closely $h$ follows the identity before it levels off. The condition $M\ge 1$ says that the exponent contains at least its linear term $x$.

Two properties depend on it. For $0\le x<y$ every term of $S_M$ is strictly larger at $y$ than at $x$, so with at least one term $S_M(x)<S_M(y)$, and $h(x)<h(y)$. Also, $S_M(x)\ge x$ for $x\ge 0$, so $S_M\to\infty$ and $h\to 1$ as $x\to\infty$. The bound $h<1$ needs only that the exponential is positive.

The theorem collects these properties. `StrictMonoOn (saturation M) (Set.Ici 0)` means strictly increasing on $[0,\infty)$. The middle part lists $h(x)<1$, $h(x)\le x$ and the error bound for each $x\ge 0$, and the `Tendsto` statement is the limit at infinity. The hypothesis `hM` enters through `hmem`, which says that the index 0 occurs in the sum. Monotonicity uses it to compare nonempty sums term by term, and the limit uses it to bound the exponent below by its first term.

```lean
/-- For `M ≥ 1` the saturation function is strictly increasing on `x ≥ 0`, stays below `1` and does
not exceed `x` there, differs from `x` by at most `x^(M+1)/(M+1)`, and tends to `1` at infinity. -/
theorem saturation_properties (M : ℕ) (hM : 1 ≤ M) :
    StrictMonoOn (saturation M) (Set.Ici 0) ∧
    (∀ x, 0 ≤ x → saturation M x < 1 ∧ saturation M x ≤ x ∧
      x - saturation M x ≤ x ^ (M + 1) / ((M : ℝ) + 1)) ∧
    Tendsto (saturation M) atTop (𝓝 1) := by
  have hmem : 0 ∈ Finset.range M := Finset.mem_range.2 hM
  refine ⟨?_, fun x hx => ⟨?_, saturation_le_self M hx, error_upper_bound M hx⟩, ?_⟩
  · intro x hx y _ hxy
    have hx0 : 0 ≤ x := hx
    have h1 : exponent M x < exponent M y := by
      apply Finset.sum_lt_sum_of_nonempty ⟨0, hmem⟩
      intro m _
      have h2 : x ^ (m + 1) < y ^ (m + 1) := pow_lt_pow_left₀ hxy hx0 (Nat.succ_ne_zero m)
      exact div_lt_div_of_pos_right h2 (by positivity)
    have h3 := Real.exp_lt_exp.2 (neg_lt_neg h1)
    unfold saturation
    linarith
  · have h1 := Real.exp_pos (-exponent M x)
    unfold saturation
    linarith
  · -- the exponent dominates its first term `x`
    have h1 : Tendsto (exponent M) atTop atTop := by
      refine tendsto_atTop_mono' atTop ?_ tendsto_id
      filter_upwards [eventually_ge_atTop (0 : ℝ)] with x hx
      have h2 := Finset.single_le_sum (f := fun m : ℕ => x ^ (m + 1) / ((m : ℝ) + 1))
        (fun m _ => by positivity) hmem
      simpa [exponent] using h2
    have h3 := (Real.tendsto_exp_neg_atTop_nhds_zero.comp h1).const_sub 1
    rw [sub_zero] at h3
    exact h3
```

For $M=0$ the sum is empty and $h$ is zero everywhere. Every wave vector is then mapped to zero, so strict growth and the limit 1 are lost. The two error bounds survive, with $x-h(x)=x$.

## Small wave vectors, approached from above

Far below the cutoff, the size of the distortion is set by its leading power. For $x>0$, dividing the two error bounds by $x^{M+1}$ gives

$$\frac{e^{-S_M(x)}}{M+1}\le\frac{x-h(x)}{x^{M+1}}\le\frac{1}{M+1}.$$

As $x\to 0$ the left side tends to $1/(M+1)$, because $S_M$ is continuous and $S_M(0)=0$. The ratio in the middle has the same limit, so the coefficient in the upper bound is the exact leading one.

In the theorem, `𝓝[>] 0` encodes the approach through positive $x$. The proof obtains the limit of the left side from continuity (`hc`, `ht`) and then squeezes; positivity of $x$ is what permits the division in each bound.

```lean
/-- As `x` tends to zero from above, `(x - h(x)) / x^(M+1)` tends to `1/(M+1)`. -/
theorem leading_error (M : ℕ) :
    Tendsto (fun x => (x - saturation M x) / x ^ (M + 1)) (𝓝[>] 0) (𝓝 (1 / ((M : ℝ) + 1))) := by
  have hc := ((hasDerivAt_exponent M 0).fun_neg.exp.div_const ((M : ℝ) + 1)).continuousAt
  have ht := hc.tendsto.mono_left (nhdsWithin_le_nhds (s := Set.Ioi 0))
  simp only [exponent_zero, neg_zero, Real.exp_zero] at ht
  refine tendsto_of_tendsto_of_tendsto_of_le_of_le' ht tendsto_const_nhds ?_ ?_
  · filter_upwards [self_mem_nhdsWithin] with x hx
    have hx0 : 0 < x := hx
    rw [le_div_iff₀ (pow_pos hx0 _)]
    refine le_trans (le_of_eq ?_) (error_lower_bound M hx0.le)
    ring
  · filter_upwards [self_mem_nhdsWithin] with x hx
    have hx0 : 0 < x := hx
    rw [div_le_iff₀ (pow_pos hx0 _)]
    refine (error_upper_bound M hx0.le).trans (le_of_eq ?_)
    ring
```

At $x=0$ the ratio is undefined, and for $x<0$ the two bounds are not available. A Taylor expansion of $h$ would give the same limit from the left.

## A positive cutoff, $q_c>0$

The cutoff is the largest wave vector on the mesh, hence positive. Together with $q_0\ge 0$ this makes $x=q_0/q_c$ nonnegative, and multiplying an inequality by $q_c$ preserves its direction. Multiplying $0\le x-h(x)\le x^{M+1}/(M+1)$ by $q_c$, and using $q_c x=q_0$, gives

$$0\le q_0-q_c\,h(q_0/q_c)\le\frac{(q_0/q_c)^M}{M+1}\,q_0 .$$

The error is now expressed as a fraction of $q_0$ itself. In the proof, `hq` yields the sign of $x$ in `hx`, the cancellation in `hqx`, and the multiplications in `h1` and `h2`.

```lean
/-- For a cutoff `qc > 0`, saturation lowers a wave vector `q0 ≥ 0` by at most the fraction
`(q0/qc)^M/(M+1)` of itself, and never raises it. -/
theorem saturatedQ_error (M : ℕ) {qc q0 : ℝ} (hq : 0 < qc) (h0 : 0 ≤ q0) :
    0 ≤ q0 - saturatedQ M qc q0 ∧
    q0 - saturatedQ M qc q0 ≤ (q0 / qc) ^ M / ((M : ℝ) + 1) * q0 := by
  have hx : 0 ≤ q0 / qc := div_nonneg h0 hq.le
  have hqx : qc * (q0 / qc) = q0 := by field_simp
  have h1 := mul_le_mul_of_nonneg_left (saturation_le_self M hx) hq.le
  have h2 := mul_le_mul_of_nonneg_left (error_upper_bound M hx) hq.le
  have h3 : qc * ((q0 / qc) ^ (M + 1) / ((M : ℝ) + 1))
      = (q0 / qc) ^ M / ((M : ℝ) + 1) * q0 := by
    rw [pow_succ]
    linear_combination (q0 / qc) ^ M / ((M : ℝ) + 1) * hqx
  rw [h3, mul_sub, hqx] at h2
  unfold saturatedQ
  exact ⟨by linarith, h2⟩
```

A negative cutoff has no physical meaning, and the bound can then fail: for $M=2$, $q_c=-1$ and $q_0=1$ the difference is about $0.351$, above the claimed $1/3$.

## At most half the cutoff, with $M=12$

The condition $q_0\le q_c/2$ selects the wave vectors in the lower half of the mesh range. It gives $x\le 1/2$, and for $M=12$ the relative error is at most

$$\frac{(1/2)^{12}}{13}=\frac{1}{53248}\approx 1.9\times10^{-5}<2\times10^{-5}.$$

The theorem states this with an absolute value, which the sign found above removes. The hypothesis `hhalf` is used once, to obtain $x\le 1/2$; `h3` raises this to the twelfth power and `h4` checks the number.

```lean
/-- With `M = 12`, a wave vector up to half the cutoff is changed by at most two parts
in a hundred thousand. -/
theorem saturatedQ_twelve {qc q0 : ℝ} (hq : 0 < qc) (h0 : 0 ≤ q0) (hhalf : q0 ≤ qc / 2) :
    |q0 - saturatedQ 12 qc q0| ≤ 2 / 100000 * q0 := by
  obtain ⟨h1, h2⟩ := saturatedQ_error 12 hq h0
  rw [abs_of_nonneg h1]
  have hx : q0 / qc ≤ 1 / 2 := by
    rw [div_le_iff₀ hq]
    linarith
  have h3 : (q0 / qc) ^ 12 ≤ (1 / 2 : ℝ) ^ 12 :=
    pow_le_pow_left₀ (div_nonneg h0 hq.le) hx 12
  have h4 : (q0 / qc) ^ 12 / (((12 : ℕ) : ℝ) + 1) ≤ 2 / 100000 := by
    rw [div_le_iff₀ (by positivity)]
    refine h3.trans ?_
    norm_num
  exact h2.trans (mul_le_mul_of_nonneg_right h4 h0)

end

end WaveVectorSaturation
```

Closer to the cutoff the distortion grows. At $q_0=q_c$ the general bound allows a relative change of $1/13$, and direct evaluation gives about 4.5 %. The saturation is therefore nearly the identity well below the cutoff, but not right up to it. For the choice of $q_c$ in a simulation, the result bounds the change in each individual wave vector, not the change in the correlation energy.

```lean
#print axioms WaveVectorSaturation.saturation_properties
-- 'WaveVectorSaturation.saturation_properties' depends on axioms: [propext, Classical.choice, Quot.sound]
#print axioms WaveVectorSaturation.leading_error
-- 'WaveVectorSaturation.leading_error' depends on axioms: [propext, Classical.choice, Quot.sound]
#print axioms WaveVectorSaturation.saturatedQ_error
-- 'WaveVectorSaturation.saturatedQ_error' depends on axioms: [propext, Classical.choice, Quot.sound]
#print axioms WaveVectorSaturation.saturatedQ_twelve
-- 'WaveVectorSaturation.saturatedQ_twelve' depends on axioms: [propext, Classical.choice, Quot.sound]
```
